# On a discrete Fermi circle with rotation-invariant scattering rates, the normalised squared force on the current gives the transport rate

Electrons at the Fermi surface of a two-dimensional metal can scatter elastically off a static potential, and such collisions can change the current. For $N$ equally spaced states on a Fermi circle, with squared matrix elements that depend only on the difference of the two state labels, the summed squared force on the current, divided by twice the trace of the squared current, is the golden-rule rate weighted by $1-\cos\theta$, where $\theta$ is the scattering angle, and both $\hbar$ and the golden-rule prefactor are set to one.

In Lean 4 with Mathlib:

```lean
import Mathlib

open Matrix

namespace FermiCircleKubo

noncomputable section

variable {N : ℕ} [NeZero N]

/-- The angle `2πa/N` of the state `a` on the Fermi circle. -/
def angle {N : ℕ} (a : ZMod N) : ℝ := 2 * Real.pi * (a.val : ℝ) / (N : ℝ)

/-- The current operator, diagonal with entries the cosines of the state angles. -/
def current (N : ℕ) : Matrix (ZMod N) (ZMod N) ℂ :=
  Matrix.diagonal fun a => ((Real.cos (angle a) : ℝ) : ℂ)

/-- The force operator `F = i[V, J]` of a scattering potential `V`. -/
def force (V : Matrix (ZMod N) (ZMod N) ℂ) : Matrix (ZMod N) (ZMod N) ℂ :=
  Complex.I • (V * current N - current N * V)

/-- The transport rate: scattering rates `w c` weighted by `1 - cos` of the scattering angle,
with the golden-rule prefactor set to one. -/
def transportRate (w : ZMod N → ℝ) : ℝ := ∑ c, w c * (1 - Real.cos (angle c))

/-- A potential whose matrix elements are the cosine of the scattering angle. -/
def cosinePotential (N : ℕ) : Matrix (ZMod N) (ZMod N) ℂ :=
  Matrix.of fun a b => ((Real.cos (angle (a - b)) : ℝ) : ℂ)

/-- The angle of the state `a - b` is the difference of the angles up to full turns. -/
theorem angle_sub (a b : ZMod N) :
    ∃ k : ℤ, angle (a - b) = angle a - angle b + k * (2 * Real.pi) := by
  have h : (N : ℤ) ∣ ((a - b).val : ℤ) - ((a.val : ℤ) - (b.val : ℤ)) := by
    rw [← CharP.intCast_eq_zero_iff (ZMod N) N]
    simp only [Int.cast_sub, Int.cast_natCast, ZMod.natCast_zmod_val, sub_self]
  obtain ⟨k, hk⟩ := h
  have hk' : ((a - b).val : ℝ) - ((a.val : ℝ) - (b.val : ℝ)) = (N : ℝ) * (k : ℝ) := by
    exact_mod_cast hk
  have hN : (N : ℝ) * (N : ℝ)⁻¹ = 1 := mul_inv_cancel₀ (Nat.cast_ne_zero.mpr (NeZero.ne N))
  refine ⟨k, ?_⟩
  simp only [angle]
  linear_combination (2 * Real.pi * (N : ℝ)⁻¹) * hk' + 2 * Real.pi * (k : ℝ) * hN

/-- The force matrix element is `i` times the potential matrix element times the difference of the
currents of the two states, `cos` at `b` minus `cos` at `a`. -/
theorem force_apply (V : Matrix (ZMod N) (ZMod N) ℂ) (a b : ZMod N) :
    force V a b =
      Complex.I * (V a b * ((Real.cos (angle b) - Real.cos (angle a) : ℝ) : ℂ)) := by
  simp only [force, current, Matrix.smul_apply, Matrix.sub_apply, Matrix.mul_diagonal,
    Matrix.diagonal_mul, smul_eq_mul, Complex.ofReal_sub]
  ring

omit [NeZero N] in
/-- For a Hermitian potential, scattering by `c` and by `-c` have the same rate. -/
theorem rate_even {V : Matrix (ZMod N) (ZMod N) ℂ} {w : ZMod N → ℝ} (hV : V.IsHermitian)
    (hw : ∀ a b, ‖V a b‖ ^ 2 = w (a - b)) (c : ZMod N) : w (-c) = w c := by
  have h1 := hw 0 c
  have h2 := hw c 0
  rw [zero_sub] at h1
  rw [sub_zero] at h2
  rw [← h1, ← h2, ← hV.apply 0 c, norm_star]

/-- The cosine profile is an eigenvector of the golden-rule collision operator, with the
transport rate as eigenvalue. -/
theorem collision_cosine {w : ZMod N → ℝ} (hw : ∀ c, w (-c) = w c) (a : ZMod N) :
    ∑ b, w (a - b) * (Real.cos (angle a) - Real.cos (angle b)) =
      transportRate w * Real.cos (angle a) := by
  have h0 : angle (0 : ZMod N) = 0 := by simp [angle]
  -- left and right scattering cancel in the sine sum
  have hs : ∑ c, w c * Real.sin (angle c) = 0 := by
    have h : ∑ c, w c * Real.sin (angle c) = ∑ c, -(w c * Real.sin (angle c)) := by
      refine (Equiv.sum_comp (Equiv.neg (ZMod N))
        (fun c => w c * Real.sin (angle c))).symm.trans (Finset.sum_congr rfl fun c _ => ?_)
      show w (-c) * Real.sin (angle (-c)) = -(w c * Real.sin (angle c))
      obtain ⟨k, hk⟩ := angle_sub 0 c
      rw [zero_sub, h0, zero_sub] at hk
      rw [hk, Real.sin_add_int_mul_two_pi, Real.sin_neg, hw]
      ring
    rw [Finset.sum_neg_distrib] at h
    linarith
  calc ∑ b, w (a - b) * (Real.cos (angle a) - Real.cos (angle b))
      = ∑ c, w c * (Real.cos (angle a) - Real.cos (angle (a - c))) := by
        refine (Equiv.sum_comp (Equiv.subLeft a)
          (fun b => w (a - b) * (Real.cos (angle a) - Real.cos (angle b)))).symm.trans
          (Finset.sum_congr rfl fun c _ => ?_)
        show w (a - (a - c)) * (Real.cos (angle a) - Real.cos (angle (a - c))) = _
        rw [sub_sub_cancel]
    _ = ∑ c, (w c * (1 - Real.cos (angle c)) * Real.cos (angle a)
          - Real.sin (angle a) * (w c * Real.sin (angle c))) := by
        refine Finset.sum_congr rfl fun c _ => ?_
        obtain ⟨k, hk⟩ := angle_sub a c
        rw [hk, Real.cos_add_int_mul_two_pi, Real.cos_sub]
        ring
    _ = transportRate w * Real.cos (angle a) := by
        rw [Finset.sum_sub_distrib, ← Finset.mul_sum, hs, ← Finset.sum_mul, transportRate]
        ring

/-- For even `w`, the cosine profile times `exp(-Γt)`, with `Γ` the transport rate, solves the
golden-rule master equation. -/
theorem current_decay {w : ZMod N → ℝ} (hw : ∀ c, w (-c) = w c) (a : ZMod N) (t : ℝ) :
    HasDerivAt (fun s : ℝ => Real.exp (-transportRate w * s) * Real.cos (angle a))
      (-∑ b, w (a - b) * (Real.exp (-transportRate w * t) * Real.cos (angle a)
        - Real.exp (-transportRate w * t) * Real.cos (angle b))) t := by
  have h0 : HasDerivAt (fun s : ℝ => -transportRate w * s) (-transportRate w) t :=
    ((hasDerivAt_id' t).const_mul (-transportRate w)).congr_deriv (mul_one _)
  refine (h0.exp.mul_const (Real.cos (angle a))).congr_deriv ?_
  have e : ∑ b, w (a - b) * (Real.exp (-transportRate w * t) * Real.cos (angle a)
        - Real.exp (-transportRate w * t) * Real.cos (angle b))
      = Real.exp (-transportRate w * t) *
        ∑ b, w (a - b) * (Real.cos (angle a) - Real.cos (angle b)) := by
    rw [Finset.mul_sum]
    exact Finset.sum_congr rfl fun b _ => by ring
  rw [e, collision_cosine hw]
  ring

/-- The summed squared force is twice the transport rate times the summed squared current. -/
theorem force_sum {V : Matrix (ZMod N) (ZMod N) ℂ} {w : ZMod N → ℝ} (hV : V.IsHermitian)
    (hw : ∀ a b, ‖V a b‖ ^ 2 = w (a - b)) :
    ∑ a, ∑ b, ‖force V a b‖ ^ 2 =
      2 * transportRate w * ∑ a : ZMod N, Real.cos (angle a) ^ 2 := by
  have hev := rate_even hV hw
  have key : ∑ a, ∑ b, w (a - b) * (Real.cos (angle a) - Real.cos (angle b))
      * Real.cos (angle a) = transportRate w * ∑ a : ZMod N, Real.cos (angle a) ^ 2 := by
    rw [Finset.mul_sum]
    refine Finset.sum_congr rfl fun a _ => ?_
    rw [← Finset.sum_mul, collision_cosine hev]
    ring
  have key2 : ∑ a, ∑ b, w (b - a) * (Real.cos (angle b) - Real.cos (angle a))
      * Real.cos (angle b) = transportRate w * ∑ a : ZMod N, Real.cos (angle a) ^ 2 :=
    Finset.sum_comm.trans key
  -- split the square of the current change into two parts with equal double sums
  have split : ∑ a, ∑ b, ‖force V a b‖ ^ 2 =
      ∑ a, ∑ b, (w (a - b) * (Real.cos (angle a) - Real.cos (angle b)) * Real.cos (angle a)
        + w (b - a) * (Real.cos (angle b) - Real.cos (angle a)) * Real.cos (angle b)) := by
    refine Finset.sum_congr rfl fun a _ => Finset.sum_congr rfl fun b _ => ?_
    have e : w (b - a) = w (a - b) := by rw [← neg_sub a b, hev]
    rw [force_apply, norm_mul, norm_mul, Complex.norm_I, Complex.norm_real,
      Real.norm_eq_abs, one_mul, mul_pow, sq_abs, hw, e]
    ring
  rw [split]
  simp only [Finset.sum_add_distrib]
  rw [key, key2]
  ring

/-- The summed squared force divided by twice the trace of the squared current equals the
golden-rule transport rate. -/
theorem force_ratio_eq_transportRate {V : Matrix (ZMod N) (ZMod N) ℂ} {w : ZMod N → ℝ}
    (hV : V.IsHermitian) (hw : ∀ a b, ‖V a b‖ ^ 2 = w (a - b)) :
    ((∑ a, ∑ b, ‖force V a b‖ ^ 2 : ℝ) : ℂ) / (2 * (current N * current N).trace) =
      (transportRate w : ℂ) := by
  have hJ : (current N * current N).trace =
      ((∑ a : ZMod N, Real.cos (angle a) ^ 2 : ℝ) : ℂ) := by
    rw [current, Matrix.diagonal_mul_diagonal, Matrix.trace_diagonal, Complex.ofReal_sum]
    refine Finset.sum_congr rfl fun a _ => ?_
    rw [sq, Complex.ofReal_mul]
  -- the state at angle zero carries current one, so the denominator is not zero
  have hS : 0 < ∑ a : ZMod N, Real.cos (angle a) ^ 2 :=
    Finset.sum_pos' (fun a _ => sq_nonneg _) ⟨0, Finset.mem_univ _, by simp [angle]⟩
  rw [force_sum hV hw, hJ]
  generalize (∑ a : ZMod N, Real.cos (angle a) ^ 2) = S at hS ⊢
  have hS' : (S : ℂ) ≠ 0 := Complex.ofReal_ne_zero.mpr hS.ne'
  rw [div_eq_iff (mul_ne_zero two_ne_zero hS')]
  push_cast
  ring

/-- The force of a Hermitian potential is Hermitian. -/
theorem force_isHermitian {V : Matrix (ZMod N) (ZMod N) ℂ} (hV : V.IsHermitian) :
    (force V).IsHermitian := by
  refine Matrix.IsHermitian.ext fun i j => ?_
  rw [force_apply, force_apply, ← hV.apply i j]
  simp only [Complex.star_def, map_mul, map_sub, Complex.conj_I, Complex.conj_ofReal,
    Complex.ofReal_sub]
  ring

/-- In operator form, `tr F² / (2 tr J²)` equals the golden-rule transport rate. -/
theorem trace_force_ratio {V : Matrix (ZMod N) (ZMod N) ℂ} {w : ZMod N → ℝ}
    (hV : V.IsHermitian) (hw : ∀ a b, ‖V a b‖ ^ 2 = w (a - b)) :
    (force V * force V).trace / (2 * (current N * current N).trace) =
      (transportRate w : ℂ) := by
  rw [← force_ratio_eq_transportRate hV hw]
  congr 1
  simp only [Matrix.trace, Matrix.diag_apply, Matrix.mul_apply, Complex.ofReal_sum]
  refine Finset.sum_congr rfl fun a _ => Finset.sum_congr rfl fun b _ => ?_
  rw [← (force_isHermitian hV).apply b a, Complex.star_def, Complex.mul_conj,
    Complex.normSq_eq_norm_sq]

/-- The cosine potential is Hermitian and its squared matrix elements depend only on the
difference of the two states. -/
theorem cosinePotential_witness :
    (cosinePotential N).IsHermitian ∧
      ∀ a b, ‖cosinePotential N a b‖ ^ 2 = (fun c => Real.cos (angle c) ^ 2) (a - b) := by
  constructor
  · refine Matrix.IsHermitian.ext fun i j => ?_
    obtain ⟨k, hk⟩ := angle_sub i j
    obtain ⟨l, hl⟩ := angle_sub j i
    simp only [cosinePotential, Matrix.of_apply, Complex.star_def, Complex.conj_ofReal]
    rw [hk, hl, Real.cos_add_int_mul_two_pi, Real.cos_add_int_mul_two_pi,
      ← Real.cos_neg, neg_sub]
  · intro a b
    simp only [cosinePotential, Matrix.of_apply, Complex.norm_real, Real.norm_eq_abs, sq_abs]

end

end FermiCircleKubo
```

```lean
#print axioms FermiCircleKubo.current_decay
#print axioms FermiCircleKubo.force_ratio_eq_transportRate
#print axioms FermiCircleKubo.trace_force_ratio
```

```
'FermiCircleKubo.current_decay' depends on axioms: [propext, Classical.choice, Quot.sound]
'FermiCircleKubo.force_ratio_eq_transportRate' depends on axioms: [propext, Classical.choice, Quot.sound]
'FermiCircleKubo.trace_force_ratio' depends on axioms: [propext, Classical.choice, Quot.sound]
```

## The identity and its hypotheses

The states are labelled by $a\in\mathbb{Z}/N$, the type `ZMod N`, with any $N\ge 1$. State $a$ sits at the angle $\theta_a=2\pi a/N$, where `angle` uses the representative of $a$ between $0$ and $N-1$. The current `current N` is the diagonal matrix $J$ with entries $\cos\theta_a$: the velocity along one axis, in units in which the charge and the Fermi velocity are one.

The potential is a complex $N\times N$ matrix $V$, and `force V` is $F=i[V,J]$. Two hypotheses are made about $V$:

- `hV` says that $V$ is Hermitian.
- `hw` says that $|V_{ab}|^2=w(a-b)$ for a real function $w$ on $\mathbb{Z}/N$.

With $\Gamma$ for `transportRate w`, the theorem `force_ratio_eq_transportRate` states

$$
\frac{\sum_{a,b}|F_{ab}|^2}{2\,\mathrm{tr}\,J^2}=\Gamma,\qquad \Gamma=\sum_c w(c)\,(1-\cos\theta_c).
$$

The equation is written in the complex numbers because the trace of a complex matrix is complex. The theorem `trace_force_ratio` gives the same value for $\mathrm{tr}\,F^2/(2\,\mathrm{tr}\,J^2)$. The cosine potential $V_{ab}=\cos\theta_{a-b}$, with $w(c)=\cos^2\theta_c$, is an explicit example to which both theorems apply at every $N\ge1$; this is the content of `cosinePotential_witness`.

## Force, rate and current relaxation

All states on the circle have the same energy, so the kinetic Hamiltonian commutes with $J$ and only $V$ changes the current. With $\hbar=1$, the Heisenberg equation then gives $\dot J=i[V,J]=F$, which is why $F$ is called a force.

In the golden rule, the rate from one state to another is $|V_{ab}|^2$ times a prefactor that contains $2\pi/\hbar$ and the density of final states. That prefactor is set to one here, so $w(a-b)$ is itself the scattering rate. The condition `hw` stands for scattering that looks the same from every point of the circle. It restricts the moduli of the matrix elements and leaves their phases free, apart from Hermiticity. A single rotationally symmetric impurity, treated with plane waves, satisfies it wherever the impurity sits, since its position enters only through a phase.

The weight $1-\cos\theta_c$ measures how much a collision degrades the current: forward scattering contributes nothing, and backscattering counts twice. In this model the weight appears when the squared force, whose elements contain the squared change of the current, is summed over the circle. In the standard diagrammatic evaluation of the Kubo formula for weak static disorder, the cosine term comes from vertex corrections.

The model has no frequency, temperature or time correlation function, and neither the golden rule nor the Kubo formula is derived in it. The theorems concern a sum over matrix elements and the master equation with the rates $w$.

## Matrix elements of the force

Since $J$ is diagonal, the commutator can be read off entry by entry:

$$
F_{ab}=i\,(V_{ab}\cos\theta_b-\cos\theta_a V_{ab})=i\,V_{ab}(\cos\theta_b-\cos\theta_a).
$$

This is `force_apply`, where the simplifier evaluates the two products with a diagonal matrix and `ring` collects the terms. Taking the squared modulus gives

$$
|F_{ab}|^2=w(a-b)\,(\cos\theta_a-\cos\theta_b)^2 .
$$

Two facts about the labels are needed as well. First, subtraction in $\mathbb{Z}/N$ may wrap around the circle, so $\theta_{a-b}=\theta_a-\theta_b+2\pi k$ for some integer $k$. The lemma `angle_sub` proves this by showing that the representatives of $a-b$, $a$ and $b$ fit together up to a multiple of $N$, and then multiplying by $2\pi/N$. Sines and cosines do not see the extra turns.

Second, $w$ is even. Hermiticity gives $V_{0c}=V_{c0}^*$, hence

$$
w(-c)=|V_{0c}|^2=|V_{c0}|^2=w(c).
$$

The lemma `rate_even` does exactly this, using `hw` at the pairs $(0,c)$ and $(c,0)$.

## The cosine profile relaxes at a single rate

Evenness makes left and right scattering cancel. Replacing $c$ by $-c$ in the sine sum gives

$$
\sum_c w(c)\sin\theta_c=\sum_c w(-c)\sin\theta_{-c}=-\sum_c w(c)\sin\theta_c,
$$

so the sum is zero. Now let the collision operator act on the cosine profile and substitute $b=a-c$:

$$
\begin{aligned}
\sum_b w(a-b)(\cos\theta_a-\cos\theta_b)
&=\sum_c w(c)\bigl[\cos\theta_a-\cos(\theta_a-\theta_c)\bigr]\\
&=\cos\theta_a\sum_c w(c)(1-\cos\theta_c)-\sin\theta_a\sum_c w(c)\sin\theta_c\\
&=\Gamma\cos\theta_a .
\end{aligned}
$$

In `collision_cosine`, the step `hs` shows that the sine sum vanishes, relabelling with the bijection `Equiv.neg`. The `calc` block then follows the lines above, relabelling with `Equiv.subLeft a`, and the addition theorem enters as `Real.cos_sub`. The lemma needs only an even $w$, not a potential.

This eigenvalue equation gives $\Gamma$ its meaning as a relaxation rate. Let $f_a(t)=e^{-\Gamma t}\cos\theta_a$ be a deviation of the occupations from the uniform distribution. Then

$$
\frac{df_a}{dt}=-\Gamma f_a=-\sum_b w(a-b)\,(f_a-f_b),
$$

which is the golden-rule master equation. The theorem `current_decay` states this for every state and every time: it differentiates the exponential, takes the common factor $e^{-\Gamma t}$ out of the sum and applies `collision_cosine`. For $\Gamma>0$ the deviation decays exponentially.

## From the collision operator to the squared force

Write $x_a=\cos\theta_a$. The square of the current change splits into two parts:

$$
(x_a-x_b)^2=(x_a-x_b)\,x_a+(x_b-x_a)\,x_b .
$$

Multiply the first part by $w(a-b)$ and sum over $b$ and then $a$. The eigenvalue equation gives

$$
\sum_a x_a\sum_b w(a-b)(x_a-x_b)=\Gamma\sum_a x_a^2 .
$$

The second part is the same double sum with $a$ and $b$ exchanged, because $w(a-b)=w(b-a)$. Therefore

$$
\sum_{a,b}|F_{ab}|^2=2\,\Gamma\sum_a\cos^2\theta_a .
$$

In `force_sum`, the step `split` is the algebraic identity, `key` is the first sum, and `key2` obtains the second by exchanging the order of summation. The factor two in the denominator of the final ratio comes from these two equal parts.

The trace of the squared current is $\mathrm{tr}\,J^2=\sum_a\cos^2\theta_a$, which is `hJ` in the proof of `force_ratio_eq_transportRate`. It is at least one, since the state at angle zero contributes $\cos^2 0=1$. The step `hS` records that it is positive, and dividing by $2\,\mathrm{tr}\,J^2$ leaves $\Gamma$.

For the operator form, `force_isHermitian` compares the elements of $F$ directly:

$$
F_{ba}^*=-i\,V_{ba}^*(\cos\theta_a-\cos\theta_b)=i\,V_{ab}(\cos\theta_b-\cos\theta_a)=F_{ab}.
$$

Consequently

$$
\mathrm{tr}\,F^2=\sum_{a,b}F_{ab}F_{ba}=\sum_{a,b}F_{ab}F_{ab}^*=\sum_{a,b}|F_{ab}|^2 ,
$$

and `trace_force_ratio` follows by replacing the numerator of the previous theorem term by term.
